# For a connected graph, the mod-2 incidence matrix has rank |V| − 1 and kernel dimension |E| − |V| + 1

## Counting qubits and constraints

In the superfast encoding of a fermionic Hamiltonian, the number of logical qubits is the number of physical qubits minus the number of independent stabilizer conditions. For a Hamiltonian built from hopping and occupation-number terms, the encoding can start from a graph with a vertex for each fermionic mode and an edge for each pair of modes coupled by hopping. One qubit sits on each edge. Let $V$ be the set of vertices and $E$ the set of edges, so that there are $|E|$ qubits for $|V|$ modes.

The occupation parity of mode $v$ is represented by
$$B_v=\prod_{e\ni v} Z_e ,$$
the product of Pauli $Z$ operators over the edges at $v$. Hopping terms use edge operators, each of which contains a Pauli $X$ on its own edge and possibly $Z$ factors on neighbouring edges. The product of edge operators around a closed loop, with a suitable phase, must act as the identity on encoded states. These are the loop stabilizers.

For a finite simple connected graph, there are $|V|-1$ independent vertex parities and $|E|-|V|+1$ independent loops. Imposing the loop conditions on $|E|$ qubits then leaves $|V|-1$ logical qubits. Their state space has dimension $2^{|V|-1}$, the same as the even-parity sector of $|V|$ modes.

## From Pauli operators to bits

Let $M$ be the matrix over $\mathbb Z/2$ with rows labelled by vertices, columns labelled by edges, and
$$M_{v,e}=\begin{cases}1 & v\in e,\\ 0 & v\notin e.\end{cases}$$

On a computational basis state with edge bits $c$, the operator $B_v$ has eigenvalue $(-1)^{(Mc)_v}$. A product of vertex operators with exponents $x_v$ is
$$\prod_v B_v^{x_v}=\prod_e Z_e^{(x^{T}M)_e}.$$
Independent vertex parities are therefore independent rows of $M$, and their number is its rank.

The $X$ factors of a loop operator form an edge set $C$ that meets each vertex an even number of times. Its indicator vector lies in $\ker M$, called the loop space here. Loops with linearly independent indicator vectors give independent operators, because their $X$ parts are already independent. Conversely, edge operators square to the identity and commute up to a sign, so a loop whose indicator vector is a sum of others gives, up to a phase, the product of their operators. Every edge set that meets each vertex an even number of times splits into loops without common edges, so the loops span $\ker M$. The number of independent loop stabilizers is therefore $\dim\ker M$.

## The count by hand

**Relations among the rows.** Take $x\in(\mathbb Z/2)^V$. The column of an edge $uv$ has exactly two nonzero entries, at $u$ and at $v$, so
$$(x^{T}M)_{uv}=x_u+x_v .$$
Modulo two, this vanishes exactly when $x_u=x_v$. Hence $x^{T}M=0$ if and only if $x$ takes equal values at the ends of every edge. Following a path edge by edge, this is the same as being constant on each connected component.

**The rank.** Let $k$ be the number of components. The solutions of $x^{T}M=0$ are the functions on the set of components, a space of dimension $k$. Rank-nullity for $M^{T}$, which acts on a space of dimension $|V|$, and the equality of row and column rank give
$$\operatorname{rank}M+k=|V| .$$

**The loop space.** Rank-nullity for $M$ itself, which acts on a space of dimension $|E|$, gives $\operatorname{rank}M+\dim\ker M=|E|$. Eliminating the rank,
$$\dim\ker M+|V|=|E|+k .$$

**Connected graphs.** Connectedness means $k=1$. Thus $\operatorname{rank}M=|V|-1$ and $\dim\ker M=|E|-|V|+1$. Conversely, if the rank is $|V|-1$, then $k=1$ and the graph is connected.

**Even degrees.** For an edge set $C$ with indicator vector $\mathbf 1_C$, the entry $(M\mathbf 1_C)_v$ is the number of edges of $C$ at $v$, modulo two. So $\mathbf 1_C\in\ker M$ exactly when all these numbers are even.

**Which parity patterns occur.** Each edge has two ends, so $\sum_v (Mc)_v=0$ for every $c$. The image of $M$ is therefore contained in the space of patterns $y$ with $\sum_v y_v=0$. For a connected graph the image has dimension $|V|-1$. The space of even patterns is the kernel of a nonzero linear functional on $(\mathbb Z/2)^V$, so it also has dimension $|V|-1$. The two spaces are equal: every pattern of even total parity is produced by some string of edge bits.

## A rank computed over the wrong field

If $M$ is passed to a numerical routine that works with real numbers, the answer can be wrong. For a triangle,
$$M=\begin{pmatrix}1&0&1\\1&1&0\\0&1&1\end{pmatrix}$$
has determinant $2$. Its real rank is $3$ and its real kernel is zero, so the one loop stabilizer would be missed. Modulo two the determinant vanishes, the rank is $2$, and the kernel is spanned by $(1,1,1)$. The derivation fails over the reals at the first step, where $x_u+x_v=0$ means $x_u=-x_v$ and not $x_u=x_v$.

## How the Lean statement reads

The vertices form a finite type `V`, and `G : SimpleGraph V` has no self-loops and no parallel edges. The columns of `incidence G` are indexed by `G.edgeSet`, the unordered pairs that are edges of `G`. Bits are elements of `ZMod 2`. The expression `incidence G *ᵥ c` is $Mc$, and `x ᵥ* incidence G` is $x^{T}M$. The submodule `loopSpace G` is $\ker M$, and `Module.finrank` is its dimension.

The theorem `superfast_code_dimension` says that if `G.Connected` holds, then the rank plus one is the number of vertices, and the dimension of the loop space plus the number of vertices is the number of edges plus one. The additive form matters because subtraction of natural numbers in Lean stops at zero. For a tree, where $|E|=|V|-1$, the expression $(|E|-|V|)+1$ would evaluate to $1$, while the loop space has dimension $0$.

`G.Connected` requires at least one vertex and a path between any two. Physically, hopping links all modes, directly or through others. It fails, for instance, when two spin species have no spin-flip hopping and edges are drawn only for hopping terms. `rank_add_components` and `finrank_loopSpace_add_card` cover such graphs, with the number of components in place of one.

Despite its name, `superfast_code_dimension` concerns the dimensions of binary vector spaces. The file contains no Pauli operators, phases or Hilbert space; the passage to logical qubits relies on the usual stabilizer formalism.

## A matrix with a column for every pair

Mathlib's own incidence matrix, `SimpleGraph.incMatrix`, has a column for every unordered pair of vertices, including pairs of the form $\{v,v\}$, and fills the columns of non-edges with zeros. With that choice the rank would be the same. The kernel would be larger by one dimension for each non-edge column, $|V|(|V|+1)/2-|E|$ in all, and would no longer count loops. Indexing the columns by `G.edgeSet` gives one column per physical qubit.

## The complete file

```lean
import Mathlib

open Matrix

namespace SuperfastCodeDimension

variable {V : Type*} [Fintype V] [DecidableEq V] (G : SimpleGraph V) [DecidableRel G.Adj]

/-- The vertex-edge incidence matrix over `Z/2`: row `v` marks the edge qubits that enter the
parity of vertex `v`. -/
def incidence : Matrix V G.edgeSet (ZMod 2) :=
  Matrix.of fun v e => if v ∈ e.1 then 1 else 0

/-- The loop space: bit strings on the edges whose parity vanishes at every vertex. -/
def loopSpace : Submodule (ZMod 2) (G.edgeSet → ZMod 2) :=
  LinearMap.ker (incidence G).mulVecLin

/-- An edge set belongs to the loop space exactly when it meets every vertex in an even number
of edges. -/
theorem mem_loopSpace_iff_even (C : Finset G.edgeSet) :
    (fun e => if e ∈ C then (1 : ZMod 2) else 0) ∈ loopSpace G ↔
      ∀ v : V, Even (C.filter (fun e => v ∈ e.1)).card := by
  -- the parity at `v` is the degree of `v` in `C`, modulo two
  have h : ∀ v : V, (incidence G *ᵥ (fun e => if e ∈ C then (1 : ZMod 2) else 0)) v
      = ((C.filter (fun e => v ∈ e.1)).card : ZMod 2) := by
    intro v
    simp only [Matrix.mulVec, dotProduct, incidence, Matrix.of_apply, mul_ite, mul_one,
      mul_zero, Finset.sum_ite_mem, Finset.univ_inter, Finset.sum_boole]
  rw [loopSpace, LinearMap.mem_ker, Matrix.mulVecLin_apply, funext_iff]
  refine forall_congr' fun v => ?_
  rw [h v, Pi.zero_apply, CharP.cast_eq_zero_iff (ZMod 2) 2, even_iff_two_dvd]

omit [DecidableRel G.Adj] in
/-- A combination `x` of vertex parities contains the qubit on edge `uv` with coefficient
`x u + x v`. -/
theorem vecMul_incidence (x : V → ZMod 2) (u v : V) (h : s(u, v) ∈ G.edgeSet) :
    (x ᵥ* incidence G) ⟨s(u, v), h⟩ = x u + x v := by
  have hadj : G.Adj u v := h
  have huv : u ≠ v := hadj.ne
  have key : ∀ w, x w * incidence G w ⟨s(u, v), h⟩
      = (if w = u then x w else 0) + (if w = v then x w else 0) := by
    intro w
    by_cases h1 : w = u
    · simp [incidence, h1, huv]
    · by_cases h2 : w = v
      · simp [incidence, h2, huv.symm]
      · simp [incidence, h1, h2]
  change ∑ w, x w * incidence G w ⟨s(u, v), h⟩ = x u + x v
  rw [Finset.sum_congr rfl (fun w _ => key w), Finset.sum_add_distrib]
  simp

omit [DecidableRel G.Adj] in
/-- A combination of vertex parities is trivial on all edge qubits exactly when its coefficients
agree on any two vertices joined by a path. -/
theorem vertex_relation_iff (x : V → ZMod 2) :
    x ᵥ* incidence G = 0 ↔ ∀ u v, G.Reachable u v → x u = x v := by
  have two : ∀ a b : ZMod 2, a + b = 0 ↔ a = b := by decide
  constructor
  · intro h
    have step : ∀ a b, G.Adj a b → x a = x b := by
      intro a b hab
      have he : s(a, b) ∈ G.edgeSet := hab
      have h1 : x a + x b = 0 :=
        (vecMul_incidence G x a b he).symm.trans (congrFun h ⟨s(a, b), he⟩)
      exact (two _ _).mp h1
    -- carry the equality along a path
    rintro u v ⟨p⟩
    induction p with
    | nil => rfl
    | cons hab p ih => exact (step _ _ hab).trans ih
  · intro h
    funext e
    obtain ⟨e, he⟩ := e
    induction e using Sym2.ind with
    | _ u v =>
      rw [vecMul_incidence]
      exact (two _ _).mpr (h u v (show G.Adj u v from he).reachable)

/-- For any finite graph, the number of independent vertex parities plus the number of connected
components is the number of vertices. -/
theorem rank_add_components :
    (incidence G).rank + Nat.card G.ConnectedComponent = Fintype.card V := by
  have hs : ∀ c : G.ConnectedComponent, ∃ v, G.connectedComponentMk v = c := by
    intro c
    induction c using SimpleGraph.ConnectedComponent.ind with
    | _ v => exact ⟨v, rfl⟩
  have : Finite G.ConnectedComponent := Finite.of_surjective G.connectedComponentMk hs
  let : Fintype G.ConnectedComponent := Fintype.ofFinite _
  choose r hr using hs
  -- relations among the rows are the functions of the connected component
  have hker : LinearMap.ker (incidence G)ᵀ.mulVecLin
      = LinearMap.range (LinearMap.funLeft (ZMod 2) (ZMod 2) G.connectedComponentMk) := by
    ext x
    rw [LinearMap.mem_ker, Matrix.mulVecLin_apply, Matrix.mulVec_transpose,
      vertex_relation_iff, LinearMap.mem_range]
    constructor
    · intro h
      refine ⟨fun c => x (r c), ?_⟩
      funext v
      exact h _ _ (SimpleGraph.ConnectedComponent.exact (hr _))
    · rintro ⟨f, rfl⟩ u v huv
      exact congrArg f (SimpleGraph.ConnectedComponent.sound huv)
  have hinj : Function.Injective
      (LinearMap.funLeft (ZMod 2) (ZMod 2) G.connectedComponentMk) := by
    intro f g hfg
    funext c
    rw [← hr c]
    exact congrFun hfg (r c)
  have h := LinearMap.finrank_range_add_finrank_ker (incidence G)ᵀ.mulVecLin
  rw [hker, LinearMap.finrank_range_of_inj hinj] at h
  simp only [Module.finrank_fintype_fun_eq_card] at h
  rw [← Matrix.rank_transpose, Nat.card_eq_fintype_card]
  exact h

/-- For any finite graph, the dimension of the loop space plus the number of vertices is the
number of edges plus the number of connected components. -/
theorem finrank_loopSpace_add_card :
    Module.finrank (ZMod 2) (loopSpace G) + Fintype.card V
      = Fintype.card G.edgeSet + Nat.card G.ConnectedComponent := by
  have h1 := rank_add_components G
  have h2 : (incidence G).rank + Module.finrank (ZMod 2) (loopSpace G)
      = Fintype.card G.edgeSet :=
    (LinearMap.finrank_range_add_finrank_ker (incidence G).mulVecLin).trans
      (Module.finrank_fintype_fun_eq_card (ZMod 2))
  omega

/-- The incidence matrix has rank one less than the number of vertices exactly when the graph is
connected. -/
theorem rank_add_one_iff_connected :
    (incidence G).rank + 1 = Fintype.card V ↔ G.Connected := by
  have h := rank_add_components G
  have hc : Nat.card G.ConnectedComponent = 1 ↔ G.Connected := by
    rw [Nat.card_eq_one_iff_unique, SimpleGraph.connected_iff]
    constructor
    · rintro ⟨hsub, ⟨c⟩⟩
      refine ⟨fun u v => SimpleGraph.ConnectedComponent.exact (Subsingleton.elim _ _), ?_⟩
      induction c using SimpleGraph.ConnectedComponent.ind with
      | _ v => exact ⟨v⟩
    · rintro ⟨hp, ⟨v⟩⟩
      refine ⟨⟨fun a b => ?_⟩, ⟨G.connectedComponentMk v⟩⟩
      induction a using SimpleGraph.ConnectedComponent.ind with
      | _ u =>
        induction b using SimpleGraph.ConnectedComponent.ind with
        | _ w => exact SimpleGraph.ConnectedComponent.sound (hp u w)
  rw [← hc]
  omega

/-- On a connected graph with `V` vertices and `E` edges there are `V - 1` independent vertex
parities, and the loop space has dimension `E - V + 1`. -/
theorem superfast_code_dimension (hG : G.Connected) :
    (incidence G).rank + 1 = Fintype.card V ∧
      Module.finrank (ZMod 2) (loopSpace G) + Fintype.card V
        = Fintype.card G.edgeSet + 1 := by
  have h1 := (rank_add_one_iff_connected G).mpr hG
  have h2 := rank_add_components G
  have h3 := finrank_loopSpace_add_card G
  exact ⟨h1, by omega⟩

/-- On a connected graph, a pattern of vertex parities is produced by some bit string on the
edges exactly when its total parity is even. -/
theorem parity_pattern_iff (hG : G.Connected) (y : V → ZMod 2) :
    (∃ c, incidence G *ᵥ c = y) ↔ ∑ v, y v = 0 := by
  obtain ⟨S, hS⟩ : ∃ S : (V → ZMod 2) →ₗ[ZMod 2] ZMod 2, ∀ z, S z = ∑ v, z v :=
    ⟨{ toFun := fun z => ∑ v, z v
       map_add' := by intro a b; simp [Finset.sum_add_distrib]
       map_smul' := by intro a b; simp [Finset.mul_sum] }, fun _ => rfl⟩
  -- every edge has two ends, so the total parity of a realised pattern is even
  have hle : LinearMap.range (incidence G).mulVecLin ≤ LinearMap.ker S := by
    rintro _ ⟨c, rfl⟩
    rw [LinearMap.mem_ker, hS, Matrix.mulVecLin_apply]
    have h1 : (fun _ => 1 : V → ZMod 2) ᵥ* incidence G = 0 :=
      (vertex_relation_iff G _).mpr (fun _ _ _ => rfl)
    have h2 := Matrix.dotProduct_mulVec (fun _ => 1 : V → ZMod 2) (incidence G) c
    rw [h1, zero_dotProduct] at h2
    simp only [dotProduct, one_mul] at h2
    exact h2
  have hsurj : Function.Surjective S := by
    obtain ⟨v₀⟩ := hG.nonempty
    intro a
    exact ⟨fun v => if v = v₀ then a else 0, by rw [hS]; simp⟩
  -- both spaces have dimension `V - 1`
  have hdim := LinearMap.finrank_range_add_finrank_ker S
  rw [LinearMap.range_eq_top.mpr hsurj, finrank_top, Module.finrank_self,
    Module.finrank_fintype_fun_eq_card] at hdim
  have hrank : Module.finrank (ZMod 2) (LinearMap.range (incidence G).mulVecLin) + 1
      = Fintype.card V := (rank_add_one_iff_connected G).mpr hG
  have heq := Submodule.eq_of_le_of_finrank_eq hle (by omega)
  rw [← hS, ← LinearMap.mem_ker, ← heq]
  exact Iff.rfl

end SuperfastCodeDimension
```

```lean
#print axioms SuperfastCodeDimension.mem_loopSpace_iff_even
#print axioms SuperfastCodeDimension.rank_add_one_iff_connected
#print axioms SuperfastCodeDimension.superfast_code_dimension
#print axioms SuperfastCodeDimension.parity_pattern_iff
```

```
'SuperfastCodeDimension.mem_loopSpace_iff_even' depends on axioms: [propext, Classical.choice, Quot.sound]
'SuperfastCodeDimension.rank_add_one_iff_connected' depends on axioms: [propext, Classical.choice, Quot.sound]
'SuperfastCodeDimension.superfast_code_dimension' depends on axioms: [propext, Classical.choice, Quot.sound]
'SuperfastCodeDimension.parity_pattern_iff' depends on axioms: [propext, Classical.choice, Quot.sound]
```

## How the proof follows the derivation

**Degrees and rows.** `mem_loopSpace_iff_even` first shows that the parity at `v` is the number of edges of `C` at `v`, cast into `ZMod 2`. Such a cast is zero exactly when two divides the number. `vecMul_incidence` computes $(x^{T}M)_{uv}$. Its auxiliary statement `key` splits each term of the sum over `w` into a contribution at `u` and one at `v`; these are never both present, because the ends of an edge are distinct.

**Relations.** `vertex_relation_iff` characterises the solutions of $x^{T}M=0$. The fact that $a+b=0$ is equivalent to $a=b$ in `ZMod 2` is settled by `decide`, which checks all cases. In the forward direction, equality across one edge is carried along a path by induction on the path. In the reverse direction, the two ends of an edge are reachable from each other, so the formula for the row combination gives zero.

**Components.** `rank_add_components` turns this characterisation into a dimension. The map `LinearMap.funLeft` takes a function on components to the function on vertices that is constant on each of them. The step `hker` shows that the range of this map is the kernel of $M^{T}$: given a solution `x`, its value on a component is read off at a chosen representative `r c`. The step `hinj` shows that the map is injective, so the kernel has dimension equal to the number of components. Rank-nullity for the transpose and `Matrix.rank_transpose` finish the count.

**Loop space and connectedness.** `finrank_loopSpace_add_card` applies rank-nullity to $M$ and combines the two equations by `omega`, which handles linear arithmetic over the natural numbers. `rank_add_one_iff_connected` proves that having exactly one component is the same as being connected, then substitutes this into the rank formula. `superfast_code_dimension` collects the two counts.

**Parity patterns.** In `parity_pattern_iff`, the linear functional `S` adds up all vertex parities. The inclusion `hle` of the image of $M$ in the kernel of `S` uses the all-ones vector, which is constant on components and therefore satisfies $x^{T}M=0$. The functional is surjective because a pattern supported on a single vertex can have either total parity, so its kernel has dimension $|V|-1$. The image has the same dimension by the rank result, and `Submodule.eq_of_le_of_finrank_eq` turns inclusion with equal dimension into equality.
